# Between two non-amplifying bodies, round trips sum to (1 − M)⁻¹ when propagation across the gap has norm below one

## Waves in the gap and the norm that measures them

Fix one imaginary frequency and a finite set n of modes, for instance the two polarizations at one transverse wave vector. A wave in the gap is then a vector of complex amplitudes indexed by n, and three n × n complex matrices act on it. R1 and R2 describe reflection at body 1 and body 2, and X describes propagation once across the gap, with the same X in both directions.

The norm ‖A‖ is the operator norm belonging to the Euclidean length of amplitude vectors, that is, the largest singular value of A. Lean is told to use it by opening `Matrix.Norms.L2Operator`. Because the norm refers to amplitudes, its value depends on how the modes are normalised.

```lean
import Mathlib

open Matrix
open scoped Matrix.Norms.L2Operator

namespace LifshitzRoundTrip

variable {n : Type*} [Fintype n] [DecidableEq n]
```

Matrices act from the right-hand end of a product first. A wave that leaves body 1 crosses the gap, reflects at body 2, crosses back and reflects at body 1. One round trip is therefore

M = R1 X R2 X.

```lean
/-- The round-trip matrix of a wave in the gap between two bodies: propagation `X`,
reflection `R2`, propagation `X` back, reflection `R1`. -/
def roundTrip (R1 R2 X : Matrix n n ℂ) : Matrix n n ℂ := R1 * X * R2 * X
```

Let a be the amplitudes leaving body 1, b those leaving body 2, and s1, s2 the waves that sources add at each body. Each outgoing wave is the source plus the reflection of what arrives from the other side:

a = s1 + R1 X b

b = s2 + R2 X a

Moving the unknowns to the left gives a linear system for the pair (a, b) with the block matrix

C = [[1, −R1 X], [−R2 X, 1]].

In Lean its rows and columns are indexed by `n ⊕ n`, one copy of the modes for each direction. The sources serve only to motivate C and do not appear in the code.

```lean
/-- The block matrix of the linear equations that couple the two counter-propagating waves
in the gap. -/
def cavityMatrix (R1 R2 X : Matrix n n ℂ) : Matrix (n ⊕ n) (n ⊕ n) ℂ :=
  fromBlocks 1 (-(R1 * X)) (-(R2 * X)) 1
```

## Eliminating one of the two waves

Multiply C on the right by the block matrix [[1, 0], [R2 X, 1]], which has determinant 1. The lower left block cancels:

C [[1, 0], [R2 X, 1]] = [[1 − R1 X R2 X, −R1 X], [0, 1]].

The right-hand side is block triangular, so

det C = det(1 − M).

This needs no assumption on the norms. The Lean proof takes the same elimination from Mathlib's `det_fromBlocks_one₂₂`; the two minus signs cancel and the product is rebracketed.

```lean
/-- The determinant of the coupled equations equals the determinant of one minus the
round-trip matrix. -/
theorem det_cavityMatrix (R1 R2 X : Matrix n n ℂ) :
    (cavityMatrix R1 R2 X).det = (1 - roundTrip R1 R2 X).det := by
  rw [cavityMatrix, det_fromBlocks_one₂₂, neg_mul_neg, roundTrip, ← mul_assoc]
```

## Bounding the norm of a round trip

Now assume ‖R1‖ ≤ 1 and ‖R2‖ ≤ 1: reflection never increases the length of an amplitude vector. This stands for passive bodies. At imaginary frequency it is met, for example, by the Fresnel coefficients of planar non-magnetic dielectrics with real permittivity at least 1. Here it is a hypothesis, not a consequence of a material model. Since the norm of a product is at most the product of the norms,

‖R1 X‖ ≤ ‖R1‖ ‖X‖ ≤ ‖X‖, and likewise ‖R2 X‖ ≤ ‖X‖,

‖M‖ ≤ ‖R1 X‖ ‖R2 X‖ ≤ ‖X‖².

The facts `a1` and `a2` are the first line, and the `calc` block is the second.

```lean
/-- If neither body amplifies waves, the norm of a round trip is at most the square of the
norm of the one-way propagation. -/
theorem norm_roundTrip_le {R1 R2 : Matrix n n ℂ} (X : Matrix n n ℂ)
    (h1 : ‖R1‖ ≤ 1) (h2 : ‖R2‖ ≤ 1) : ‖roundTrip R1 R2 X‖ ≤ ‖X‖ ^ 2 := by
  have a1 : ‖R1 * X‖ ≤ ‖X‖ :=
    (norm_mul_le _ _).trans (mul_le_of_le_one_left (norm_nonneg _) h1)
  have a2 : ‖R2 * X‖ ≤ ‖X‖ :=
    (norm_mul_le _ _).trans (mul_le_of_le_one_left (norm_nonneg _) h2)
  calc ‖roundTrip R1 R2 X‖ = ‖(R1 * X) * (R2 * X)‖ := by rw [roundTrip, ← mul_assoc]
    _ ≤ ‖R1 * X‖ * ‖R2 * X‖ := norm_mul_le _ _
    _ ≤ ‖X‖ * ‖X‖ := mul_le_mul a1 a2 (norm_nonneg _) (norm_nonneg _)
    _ = ‖X‖ ^ 2 := by ring
```

## Summing over all numbers of round trips

Assume further that ‖X‖ < 1. Physically, every wave decays on its way across the gap, as plane waves do across a vacuum gap at any nonzero imaginary frequency. Then ‖M‖ ≤ ‖X‖² < 1, and the series S = 1 + M + M² + … converges. Its partial sums telescope:

(1 − M)(1 + M + … + M^(N−1)) = 1 − M^N.

As N grows, M^N tends to 0, so

(1 − M) S = 1.

Taking determinants gives det(1 − M) det S = 1, so det(1 − M) cannot be zero. The matrix 1 − M is therefore invertible, and S is its inverse.

The theorem states three things together: the determinant identity, the nonvanishing of det C, and the convergence of the series to (1 − M)⁻¹, expressed by `HasSum`. In the proof, `hinv` is the equation (1 − M) S = 1. It is used twice, once under the determinant to rule out zero and once to identify the inverse.

```lean
/-- For bodies that do not amplify and a propagation of norm below one, the coupled equations
have nonzero determinant `det (1 - M)`, and the sum over all numbers of round trips `M`
converges to `(1 - M)⁻¹`. -/
theorem multiple_reflection {R1 R2 X : Matrix n n ℂ}
    (h1 : ‖R1‖ ≤ 1) (h2 : ‖R2‖ ≤ 1) (hX : ‖X‖ < 1) :
    (cavityMatrix R1 R2 X).det = (1 - roundTrip R1 R2 X).det ∧
    (cavityMatrix R1 R2 X).det ≠ 0 ∧
    HasSum (fun k : ℕ => roundTrip R1 R2 X ^ k) (1 - roundTrip R1 R2 X)⁻¹ := by
  have : CompleteSpace (Matrix n n ℂ) := FiniteDimensional.complete ℂ _
  have hM : ‖roundTrip R1 R2 X‖ < 1 :=
    (norm_roundTrip_le X h1 h2).trans_lt (by nlinarith [norm_nonneg X])
  -- the geometric series is a right inverse of `1 - M`
  have hinv := mul_neg_geom_series (roundTrip R1 R2 X) hM
  refine ⟨det_cavityMatrix R1 R2 X, ?_, ?_⟩
  · rw [det_cavityMatrix]
    intro h0
    have hdet := congrArg Matrix.det hinv
    rw [det_mul, h0, zero_mul, det_one] at hdet
    exact zero_ne_one hdet
  · rw [Matrix.inv_eq_right_inv hinv]
    exact (summable_geometric_of_norm_lt_one hM).hasSum
```

## Stopping after finitely many round trips

Write q = ‖X‖². Then ‖M^k‖ ≤ q^k for every k, and keeping only the terms with k < N leaves out a tail of norm at most

q^N + q^(N+1) + … = q^N / (1 − q).

For N = 0 nothing is kept, and the statement becomes the bound ‖(1 − M)⁻¹‖ ≤ 1/(1 − ‖X‖²).

In Lean, `hpow` proves the bound on the powers by induction. Its starting case needs ‖1‖ ≤ 1, which `hone` supplies even for an empty set of modes, where the identity matrix is also the zero matrix. Consecutive partial sums then differ by at most q^k, and a Mathlib lemma on geometrically converging sequences gives the distance to the limit. For a finite set of modes this tells a numerical calculation how many round trips suffice for a given accuracy in the inverse; the bound is not one on the logarithm of the determinant.

```lean
/-- If neither body amplifies waves and `‖X‖ < 1`, keeping only the terms with fewer than `N` round
trips changes the multiple-reflection sum by at most `‖X‖ ^ (2 N) / (1 - ‖X‖ ^ 2)` in norm. -/
theorem truncation_error {R1 R2 X : Matrix n n ℂ}
    (h1 : ‖R1‖ ≤ 1) (h2 : ‖R2‖ ≤ 1) (hX : ‖X‖ < 1) (N : ℕ) :
    ‖∑ k ∈ Finset.range N, roundTrip R1 R2 X ^ k - (1 - roundTrip R1 R2 X)⁻¹‖
      ≤ (‖X‖ ^ 2) ^ N / (1 - ‖X‖ ^ 2) := by
  have hq : ‖X‖ ^ 2 < 1 := by nlinarith [norm_nonneg X]
  have hone : ‖(1 : Matrix n n ℂ)‖ ≤ 1 := by
    rcases subsingleton_or_nontrivial (Matrix n n ℂ) with h | h
    · rw [Subsingleton.elim (1 : Matrix n n ℂ) 0, norm_zero]
      exact zero_le_one
    · exact CStarRing.norm_one.le
  -- the norm of the `k`-th power is at most the `k`-th power of `‖X‖ ^ 2`
  have hpow : ∀ k : ℕ, ‖roundTrip R1 R2 X ^ k‖ ≤ (‖X‖ ^ 2) ^ k := by
    intro k
    induction k with
    | zero => simpa only [pow_zero] using hone
    | succ k ih =>
      rw [pow_succ, pow_succ (‖X‖ ^ 2)]
      exact (norm_mul_le _ _).trans
        (mul_le_mul ih (norm_roundTrip_le X h1 h2) (norm_nonneg _) (by positivity))
  have hlim := (multiple_reflection h1 h2 hX).2.2.tendsto_sum_nat
  have key := dist_le_of_le_geometric_of_tendsto (‖X‖ ^ 2) 1 hq (fun k => by
    rw [dist_eq_norm, Finset.sum_range_succ, sub_add_cancel_left, norm_neg, one_mul]
    exact hpow k) hlim N
  rwa [dist_eq_norm, one_mul] at key
```

## Polarizations that do not mix

If R1, R2 and X are diagonal with entries r1(p), r2(p) and x(p), then M is diagonal with entries r1(p) r2(p) x(p)². The determinant of a diagonal matrix is the product of its entries, so

det C = ∏ₚ (1 − r1(p) r2(p) x(p)²).

The entries may be any complex numbers, since this is pure algebra. The Lean proof multiplies the diagonal matrices, subtracts the result from the identity and compares the products factor by factor.

```lean
/-- When reflection and propagation do not mix polarizations, the determinant is the product
of `1 - r1 r2 x ^ 2` over the polarizations. -/
theorem det_cavityMatrix_diagonal (r1 r2 x : n → ℂ) :
    (cavityMatrix (diagonal r1) (diagonal r2) (diagonal x)).det
      = ∏ p, (1 - r1 p * r2 p * x p ^ 2) := by
  rw [det_cavityMatrix, roundTrip, diagonal_mul_diagonal, diagonal_mul_diagonal,
    diagonal_mul_diagonal, ← diagonal_one, diagonal_sub, det_diagonal]
  refine Finset.prod_congr rfl fun p _ => ?_
  ring
```

## The sum of logarithms in Lifshitz theory

Take real reflection coefficients with |r1(p)| ≤ 1 and |r2(p)| ≤ 1, and let every mode decay as x = exp(−κd) across a gap of width d, with κ > 0 and d > 0. The common κ fits two polarizations at one frequency and one transverse wave vector. Then x² = exp(−2κd) < 1, and

r1(p) r2(p) exp(−2κd) ≤ exp(−2κd) < 1.

Every factor of the product is therefore positive and has a real logarithm:

det C = exp( ∑ₚ log(1 − r1(p) r2(p) exp(−2κd)) ).

In the code `he` says that exp(−2κd) < 1, `hsq` that it is the square of exp(−κd), and `hpos` that each factor is positive. The right-hand side is a real number regarded as a complex one, so the theorem also shows that the determinant is real and positive.

The exponent is what the Lifshitz formula for the dispersion interaction between two planar bodies collects at a single imaginary frequency and transverse wave vector. The interaction energy itself requires adding up these contributions over all frequencies and wave vectors, with the appropriate prefactor, and the theorem does not treat that step.

```lean
/-- For real reflection coefficients of modulus at most one and evanescent decay `exp (-κ d)`
across a gap of width `d`, the determinant is the exponential of the Lifshitz sum of
`log (1 - r1 r2 exp (-2 κ d))` over the polarizations. -/
theorem lifshitz_log_sum (r1 r2 : n → ℝ) {κ d : ℝ} (h1 : ∀ p, |r1 p| ≤ 1)
    (h2 : ∀ p, |r2 p| ≤ 1) (hκ : 0 < κ) (hd : 0 < d) :
    (cavityMatrix (diagonal fun p => (r1 p : ℂ)) (diagonal fun p => (r2 p : ℂ))
      (diagonal fun _ => (Real.exp (-(κ * d)) : ℂ))).det
      = ((Real.exp (∑ p, Real.log (1 - r1 p * r2 p * Real.exp (-(2 * κ * d)))) : ℝ) : ℂ) := by
  have he : Real.exp (-(2 * κ * d)) < 1 := by
    rw [Real.exp_lt_one_iff]
    have := mul_pos hκ hd
    linarith
  have hsq : Real.exp (-(2 * κ * d)) = Real.exp (-(κ * d)) ^ 2 := by
    rw [sq, ← Real.exp_add]
    congr 1
    ring
  -- every factor is positive, so the exponential of its real logarithm is the factor itself
  have hpos : ∀ p, 0 < 1 - r1 p * r2 p * Real.exp (-(2 * κ * d)) := by
    intro p
    have hr : r1 p * r2 p ≤ 1 := by
      refine (le_abs_self _).trans ?_
      rw [abs_mul]
      exact mul_le_one₀ (h1 p) (abs_nonneg _) (h2 p)
    have := mul_le_of_le_one_left (Real.exp_pos (-(2 * κ * d))).le hr
    linarith
  rw [det_cavityMatrix_diagonal, Real.exp_sum, Complex.ofReal_prod]
  refine Finset.prod_congr rfl fun p _ => ?_
  rw [Real.exp_log (hpos p), hsq]
  push_cast
  rfl
```

## Perfect mirrors in the limit of a closing gap

For one polarization with r1 = r2 = 1 the determinant is 1 − exp(−2κd). It is positive for every d > 0 but tends to 0 as d → 0, and its logarithm tends to −∞. At the limit itself R1 = R2 = X = 1, and

C = [[1, −1], [−1, 1]].

This matrix sends (1, 1) to zero: in this limit the coupled equations have a nonzero solution without any source.

The same happens for any nonempty set of modes. With all three matrices equal to the identity, every norm is 1, M = 1 and det C = det(0) = 0. Nonvanishing would thus fail if ‖X‖ < 1 were weakened to ‖X‖ ≤ 1. The assumption `[Nonempty n]` is needed because the determinant of an empty matrix is 1. The proof computes 1 − M = 0 and applies the determinant identity for C. The word "lossless" in the theorem's name refers only to this case, where a wave returns from its round trip unchanged. It does not mean absence of absorption: at a nonzero imaginary frequency a plane wave decays even across an empty gap. Nor are norms equal to 1 enough to make the determinant vanish: with R1 = −1 and R2 = X = 1 every norm is still 1, but M = −1 and det C = det(2·1) is not zero.

```lean
/-- For a nonempty set of modes, the identity matrix has norm one, and with the reflection and
propagation matrices all equal to it the determinant vanishes. -/
theorem det_eq_zero_of_lossless [Nonempty n] :
    ‖(1 : Matrix n n ℂ)‖ = 1 ∧ (cavityMatrix (1 : Matrix n n ℂ) 1 1).det = 0 := by
  refine ⟨CStarRing.norm_one, ?_⟩
  have h : (1 : Matrix n n ℂ) - roundTrip 1 1 1 = 0 := by
    simp only [roundTrip, mul_one, sub_self]
  rw [det_cavityMatrix, h]
  exact Matrix.det_zero

end LifshitzRoundTrip
```

```lean
#print axioms LifshitzRoundTrip.multiple_reflection
-- 'LifshitzRoundTrip.multiple_reflection' depends on axioms: [propext, Classical.choice, Quot.sound]
#print axioms LifshitzRoundTrip.truncation_error
-- 'LifshitzRoundTrip.truncation_error' depends on axioms: [propext, Classical.choice, Quot.sound]
#print axioms LifshitzRoundTrip.lifshitz_log_sum
-- 'LifshitzRoundTrip.lifshitz_log_sum' depends on axioms: [propext, Classical.choice, Quot.sound]
#print axioms LifshitzRoundTrip.det_eq_zero_of_lossless
-- 'LifshitzRoundTrip.det_eq_zero_of_lossless' depends on axioms: [propext, Classical.choice, Quot.sound]
```
